# Bounds on the MP2 energy and its level-shift response from orbital gaps

The orbital energies and the two-electron integrals enter here as independent data. In a Hartree–Fock calculation both come from the same orbitals, but the second-order energy formula only combines two lists of numbers, and the bounds below hold for any such lists whose occupied–virtual gaps are positive. Separating them also gives a level shift a definite meaning: the virtual energies move while the integrals stay fixed.

Occupied spin orbitals $i,j$ are elements of a finite type `O`, and virtual spin orbitals $a,b$ are elements of a finite type `V`. This describes a finite basis with a fixed division into occupied and virtual orbitals.

```lean
import Mathlib

open Finset

namespace MP2GapBounds

noncomputable section

variable {O V : Type*} [Fintype O] [Fintype V]
```

## Denominators, energy and coupling

Write $e_i$ for an occupied orbital energy and $e_a$ for a virtual one; in Lean these are the real functions `eo` and `ev`. Promoting two electrons from $i,j$ to $a,b$ costs, at zeroth order,

$$D_{ijab} = e_a + e_b - e_i - e_j .$$

```lean
/-- The energy denominator of the double excitation from occupied spin orbitals `i, j` to
virtual spin orbitals `a, b`. -/
def pairGap (eo : O → ℝ) (ev : V → ℝ) (i j : O) (a b : V) : ℝ :=
  ev a + ev b - eo i - eo j
```

Let $A_{ijab}$ stand for the antisymmetrised integral $\langle ij\|ab\rangle$. The MP2 correlation energy is

$$E = -\frac14 \sum_{ijab} \frac{|A_{ijab}|^2}{D_{ijab}} .$$

The sums are unrestricted, so each distinct double excitation appears four times, through the exchanges $i\leftrightarrow j$ and $a\leftrightarrow b$; the prefactor $1/4$ compensates. The formula is that of a canonical Hartree–Fock reference, for which single excitations do not contribute at second order. It is taken as the definition of $E$ and is not derived from perturbation theory.

In Lean, `A` is an arbitrary complex-valued function of four orbital labels. Antisymmetry is the intended physical reading, but no theorem below requires it.

```lean
/-- The MP2 correlation energy for orbital energies `eo`, `ev` and antisymmetrised
two-electron integrals `A i j a b`. -/
def mp2Energy (eo : O → ℝ) (ev : V → ℝ) (A : O → O → V → V → ℂ) : ℝ :=
  -(1 / 4) * ∑ i, ∑ j, ∑ a, ∑ b, ‖A i j a b‖ ^ 2 / pairGap eo ev i j a b
```

The total squared coupling uses the same unrestricted sum,

$$Q = \sum_{ijab} |A_{ijab}|^2 ,$$

so for antisymmetric integrals $Q$ is four times the sum over distinct double excitations.

```lean
/-- The total squared coupling `Q`: the sum of `‖A i j a b‖ ^ 2` over all orbital labels, without
restriction to distinct double excitations. -/
def couplingStrength (A : O → O → V → V → ℂ) : ℝ :=
  ∑ i, ∑ j, ∑ a, ∑ b, ‖A i j a b‖ ^ 2
```

The remaining input is a window for the one-particle gaps: $g \le e_a - e_i \le G$ for every occupied $i$ and virtual $a$. When both kinds of orbital are present, the tightest choice of $g$ is the gap between the highest occupied and lowest virtual levels, and the tightest $G$ is the distance from the lowest occupied to the highest virtual level. The condition $g>0$, imposed separately in the theorems, says that no virtual level touches or falls below an occupied one. It is a property of the reference that has to be supplied; a system whose highest occupied and lowest virtual levels coincide does not satisfy it.

```lean
/-- Every gap between an occupied and a virtual orbital energy lies between `g` and `G`. -/
def GapWindow (eo : O → ℝ) (ev : V → ℝ) (g G : ℝ) : Prop :=
  ∀ i a, g ≤ ev a - eo i ∧ ev a - eo i ≤ G
```

## From one-particle gaps to pair denominators

Group the denominator as

$$D_{ijab} = (e_a - e_i) + (e_b - e_j).$$

Each bracket lies in $[g,G]$, hence $2g \le D_{ijab} \le 2G$. The proof takes the window at the pairs $(i,a)$ and $(j,b)$ and adds the inequalities with `linarith`.

```lean
omit [Fintype O] [Fintype V] in
/-- If one-particle gaps lie between `g` and `G`, the MP2 denominators lie between
`2g` and `2G`. -/
theorem pairGap_bounds {eo : O → ℝ} {ev : V → ℝ} {g G : ℝ}
    (h : GapWindow eo ev g G) (i j : O) (a b : V) :
    2 * g ≤ pairGap eo ev i j a b ∧ pairGap eo ev i j a b ≤ 2 * G := by
  have h1 := h i a
  have h2 := h j b
  unfold pairGap
  constructor <;> linarith [h1.1, h1.2, h2.1, h2.2]
```

## The two-sided energy bound

Let $S = \sum_{ijab} |A_{ijab}|^2/D_{ijab}$, so that $E=-S/4$. With $g>0$ all denominators are positive, and since the numerators are nonnegative,

$$\frac{|A_{ijab}|^2}{2G} \le \frac{|A_{ijab}|^2}{D_{ijab}} \le \frac{|A_{ijab}|^2}{2g}.$$

Summing gives $Q/(2G) \le S \le Q/(2g)$. Multiplication by $-1/4$ reverses the order:

$$-\frac{Q}{8g} \le E \le -\frac{Q}{8G}.$$

In the code, `hlow` and `hupp` are the two bounds on $S$. Each uses `sum_le_sum` once per orbital index and then compares two fractions with the same numerator. The identities `e1` and `e2` split the factor $8$ into $4\cdot 2$.

If there are no occupied or no virtual orbitals, the window condition is empty, $Q$ and $E$ vanish, and both inequalities reduce to $0\le 0$.

For a finite basis with a positive gap, the result limits how large the MP2 correlation energy can be once the total coupling and the smallest gap are known. It does not say how close MP2 comes to the exact correlation energy.

```lean
/-- The MP2 energy lies between `-Q/(8g)` and `-Q/(8G)` when all occupied-virtual gaps lie
between `g > 0` and `G`. -/
theorem mp2Energy_bounds {eo : O → ℝ} {ev : V → ℝ} {g G : ℝ} (hg : 0 < g)
    (h : GapWindow eo ev g G) (A : O → O → V → V → ℂ) :
    -couplingStrength A / (8 * g) ≤ mp2Energy eo ev A ∧
      mp2Energy eo ev A ≤ -couplingStrength A / (8 * G) := by
  -- the smallest denominator bounds the sum from above
  have hlow : ∑ i, ∑ j, ∑ a, ∑ b, ‖A i j a b‖ ^ 2 / pairGap eo ev i j a b
      ≤ couplingStrength A / (2 * g) := by
    simp only [couplingStrength, Finset.sum_div]
    refine sum_le_sum fun i _ => sum_le_sum fun j _ => sum_le_sum fun a _ =>
      sum_le_sum fun b _ => ?_
    exact div_le_div_of_nonneg_left (sq_nonneg _) (by linarith) (pairGap_bounds h i j a b).1
  -- the largest denominator bounds it from below
  have hupp : couplingStrength A / (2 * G)
      ≤ ∑ i, ∑ j, ∑ a, ∑ b, ‖A i j a b‖ ^ 2 / pairGap eo ev i j a b := by
    simp only [couplingStrength, Finset.sum_div]
    refine sum_le_sum fun i _ => sum_le_sum fun j _ => sum_le_sum fun a _ =>
      sum_le_sum fun b _ => ?_
    have hD := pairGap_bounds h i j a b
    exact div_le_div_of_nonneg_left (sq_nonneg _) (by linarith [hD.1]) hD.2
  have e1 : -couplingStrength A / (8 * g) = -(1 / 4) * (couplingStrength A / (2 * g)) := by
    ring
  have e2 : -couplingStrength A / (8 * G) = -(1 / 4) * (couplingStrength A / (2 * G)) := by
    ring
  rw [e1, e2]
  unfold mp2Energy
  constructor <;> linarith
```

## A degenerate spectrum attains both bounds

Put every occupied level at $x$ and every virtual level at $x+g$. Then $D_{ijab}=2g$ for all excitations, and

$$E = -\frac14\cdot\frac{Q}{2g} = -\frac{Q}{8g}, \qquad\text{that is,}\qquad 8gE=-Q .$$

Here one may take $G=g$, so the lower and upper bounds coincide with the energy. The constant $8$ is therefore the best possible in both. The proof evaluates the denominator in `hD`, takes it out of the sum in `hE`, and clears the division using $g>0$.

```lean
/-- If all occupied levels coincide and all virtual levels lie exactly `g` above them, the
MP2 energy `E` satisfies `8 g E = -Q`. -/
theorem mp2Energy_degenerate (x : ℝ) {g : ℝ} (hg : 0 < g) (A : O → O → V → V → ℂ) :
    8 * g * mp2Energy (fun _ => x) (fun _ => x + g) A = -couplingStrength A := by
  have hD : ∀ (i j : O) (a b : V),
      pairGap (fun _ => x) (fun _ => x + g) i j a b = 2 * g := by
    intro i j a b
    simp only [pairGap]
    ring
  have hE : mp2Energy (fun _ => x) (fun _ => x + g) A
      = -(1 / 4) * (couplingStrength A / (2 * g)) := by
    simp only [mp2Energy, couplingStrength, hD, Finset.sum_div]
  have hc : couplingStrength A / (2 * g) * (2 * g) = couplingStrength A :=
    div_mul_cancel₀ _ (by linarith : (0 : ℝ) < 2 * g).ne'
  rw [hE]
  linear_combination (-1) * hc
```

## Raising the virtual levels

Let the virtual energies change from $e_a$ to $e'_a \ge e_a$, possibly by a different amount for each orbital, with the occupied energies and the integrals fixed. Then

$$D'_{ijab} - D_{ijab} = (e'_a-e_a)+(e'_b-e_b) \ge 0 .$$

If every virtual level initially lies above every occupied level, then $D_{ijab}>0$, so each fraction $|A_{ijab}|^2/D_{ijab}$ can only decrease or stay the same. Hence $S'\le S$ and $E'\ge E$: the correlation energy becomes less negative or stays unchanged.

No numerical window is needed, only the strict ordering `hgap`. The two goals after `div_le_div_of_nonneg_left` are the positivity of the old denominator and its comparison with the new one.

```lean
/-- Raising the virtual orbital energies, each by its own nonnegative amount, does not lower
the MP2 energy of a system whose virtual levels all lie above its occupied levels. -/
theorem mp2Energy_mono {eo : O → ℝ} {ev ev' : V → ℝ} (hgap : ∀ i a, eo i < ev a)
    (hle : ∀ a, ev a ≤ ev' a) (A : O → O → V → V → ℂ) :
    mp2Energy eo ev A ≤ mp2Energy eo ev' A := by
  have hsum : ∑ i, ∑ j, ∑ a, ∑ b, ‖A i j a b‖ ^ 2 / pairGap eo ev' i j a b
      ≤ ∑ i, ∑ j, ∑ a, ∑ b, ‖A i j a b‖ ^ 2 / pairGap eo ev i j a b := by
    refine sum_le_sum fun i _ => sum_le_sum fun j _ => sum_le_sum fun a _ =>
      sum_le_sum fun b _ => ?_
    apply div_le_div_of_nonneg_left (sq_nonneg _)
    · unfold pairGap
      linarith [hgap i a, hgap j b]
    · unfold pairGap
      linarith [hle a, hle b]
  unfold mp2Energy
  linarith
```

## How much energy a uniform shift leaves

Now raise every virtual level by the same $s\ge0$ and call the resulting energy $E(s)$. Two virtual energies enter each denominator, so $D_{ijab}$ becomes $D_{ijab}+2s$, and each term of $S$ is multiplied by $D_{ijab}/(D_{ijab}+2s)$. This factor is bounded by its values at the ends of the window:

$$\frac{g}{g+s} \le \frac{D_{ijab}}{D_{ijab}+2s} \le \frac{G}{G+s}.$$

To check this, subtract neighbouring fractions:

$$\frac{G}{G+s}-\frac{D_{ijab}}{D_{ijab}+2s} = \frac{s(2G-D_{ijab})}{(G+s)(D_{ijab}+2s)} \ge 0,$$

$$\frac{D_{ijab}}{D_{ijab}+2s}-\frac{g}{g+s} = \frac{s(D_{ijab}-2g)}{(g+s)(D_{ijab}+2s)} \ge 0 .$$

Multiplying by the nonnegative terms of $S$, summing, and restoring the factor $-1/4$ gives

$$\frac{G}{G+s}\,E \le E(s) \le \frac{g}{g+s}\,E .$$

Since $E\le0$, the larger factor belongs to the lower bound. In Lean, `h1` and `h2` are the two inequalities for the sums. After cross-multiplication, `nlinarith` receives the products $|A_{ijab}|^2 s(2G-D_{ijab})$ and $|A_{ijab}|^2 s(D_{ijab}-2g)$, which are the numerators above weighted by the squared integral.

This bears on level-shifted self-consistent-field calculations: if the shifted virtual eigenvalues are carried into the MP2 denominators, then for a finite basis, fixed orbitals and a gap that is positive before the shift, the bounds limit the fraction of the MP2 correlation energy that is lost. Here $g$ and $G$ refer to the unshifted levels.

```lean
/-- When all occupied-virtual gaps lie between `g > 0` and `G`, a uniform level shift `s ≥ 0` of the
virtual orbitals scales the MP2 energy by a factor bounded by `g/(g+s)` and `G/(G+s)`. -/
theorem mp2Energy_shift_bounds {eo : O → ℝ} {ev : V → ℝ} {g G s : ℝ} (hg : 0 < g)
    (hs : 0 ≤ s) (h : GapWindow eo ev g G) (A : O → O → V → V → ℂ) :
    G / (G + s) * mp2Energy eo ev A ≤ mp2Energy eo (fun a => ev a + s) A ∧
      mp2Energy eo (fun a => ev a + s) A ≤ g / (g + s) * mp2Energy eo ev A := by
  -- the shift enters each denominator twice
  have hD : ∀ i j a b, pairGap eo (fun a => ev a + s) i j a b
      = pairGap eo ev i j a b + 2 * s := by
    intro i j a b
    simp only [pairGap]
    ring
  have h1 : ∑ i, ∑ j, ∑ a, ∑ b, ‖A i j a b‖ ^ 2 / (pairGap eo ev i j a b + 2 * s)
      ≤ G / (G + s) * ∑ i, ∑ j, ∑ a, ∑ b, ‖A i j a b‖ ^ 2 / pairGap eo ev i j a b := by
    simp only [Finset.mul_sum]
    refine sum_le_sum fun i _ => sum_le_sum fun j _ => sum_le_sum fun a _ =>
      sum_le_sum fun b _ => ?_
    obtain ⟨hl, hu⟩ := pairGap_bounds h i j a b
    have hDs : 0 < pairGap eo ev i j a b := by linarith
    have hG : 0 < G + s := by linarith
    rw [div_mul_div_comm, div_le_div_iff₀ (by linarith) (mul_pos hG hDs)]
    nlinarith [mul_nonneg (mul_nonneg (sq_nonneg ‖A i j a b‖) hs) (sub_nonneg.2 hu)]
  have h2 : g / (g + s) * ∑ i, ∑ j, ∑ a, ∑ b, ‖A i j a b‖ ^ 2 / pairGap eo ev i j a b
      ≤ ∑ i, ∑ j, ∑ a, ∑ b, ‖A i j a b‖ ^ 2 / (pairGap eo ev i j a b + 2 * s) := by
    simp only [Finset.mul_sum]
    refine sum_le_sum fun i _ => sum_le_sum fun j _ => sum_le_sum fun a _ =>
      sum_le_sum fun b _ => ?_
    obtain ⟨hl, hu⟩ := pairGap_bounds h i j a b
    have hDs : 0 < pairGap eo ev i j a b := by linarith
    have hgs : 0 < g + s := by linarith
    rw [div_mul_div_comm, div_le_div_iff₀ (mul_pos hgs hDs) (by linarith)]
    nlinarith [mul_nonneg (mul_nonneg (sq_nonneg ‖A i j a b‖) hs) (sub_nonneg.2 hl)]
  simp only [mp2Energy, hD]
  constructor <;> linarith
```

## When the energy strictly rises

Suppose $s>0$ and $Q>0$, so that at least one double excitation couples to the reference. Then occupied and virtual orbitals both exist, and the window gives $G\ge g>0$. The upper energy bound yields

$$E \le -\frac{Q}{8G} < 0 .$$

Moreover $G/(G+s)<1$, and multiplying a negative number by a positive factor below one raises it. Together with the lower shift bound,

$$E < \frac{G}{G+s}\,E \le E(s).$$

The code follows this order: `hG` rules out empty orbital sets, because they would make $Q$ zero; `hE` is the negativity of $E$; `hr` is the bound on the factor; and `hb` is the shift inequality. The last line combines them through the positive product $\left(1-G/(G+s)\right)(-E)$.

```lean
/-- If all occupied-virtual gaps lie between `g > 0` and `G` and the total coupling is nonzero, a
positive uniform shift of the virtual orbital energies strictly raises the MP2 energy. -/
theorem mp2Energy_shift_strict {eo : O → ℝ} {ev : V → ℝ} {g G s : ℝ} (hg : 0 < g)
    (hs : 0 < s) (h : GapWindow eo ev g G) {A : O → O → V → V → ℂ}
    (hQ : 0 < couplingStrength A) :
    mp2Energy eo ev A < mp2Energy eo (fun a => ev a + s) A := by
  -- nonzero coupling needs at least one occupied and one virtual orbital, so `G > 0`
  have hG : 0 < G := by
    rcases isEmpty_or_nonempty O with hO | ⟨⟨i⟩⟩
    · simp [couplingStrength] at hQ
    rcases isEmpty_or_nonempty V with hV | ⟨⟨a⟩⟩
    · simp [couplingStrength] at hQ
    linarith [(h i a).1, (h i a).2]
  have hneg : -couplingStrength A / (8 * G) < 0 :=
    div_neg_of_neg_of_pos (by linarith) (by linarith)
  have hE : mp2Energy eo ev A < 0 := lt_of_le_of_lt (mp2Energy_bounds hg h A).2 hneg
  have hr : G / (G + s) < 1 := (div_lt_one (by linarith)).2 (by linarith)
  have hb := (mp2Energy_shift_bounds hg hs.le h A).1
  nlinarith [mul_pos (sub_pos.2 hr) (neg_pos.2 hE)]

end

end MP2GapBounds
```

```lean
#print axioms MP2GapBounds.mp2Energy_degenerate
-- 'MP2GapBounds.mp2Energy_degenerate' depends on axioms: [propext, Classical.choice, Quot.sound]
#print axioms MP2GapBounds.mp2Energy_mono
-- 'MP2GapBounds.mp2Energy_mono' depends on axioms: [propext, Classical.choice, Quot.sound]
#print axioms MP2GapBounds.mp2Energy_shift_bounds
-- 'MP2GapBounds.mp2Energy_shift_bounds' depends on axioms: [propext, Classical.choice, Quot.sound]
#print axioms MP2GapBounds.mp2Energy_shift_strict
-- 'MP2GapBounds.mp2Energy_shift_strict' depends on axioms: [propext, Classical.choice, Quot.sound]
```
